# End-to-end colour agreement in the open \(q\)-state Potts chain

A row of sites carries a local degree of freedom with \(q\) equivalent states, called colours, and each neighbouring pair has energy \(-J\) when its colours match and zero otherwise. In thermal equilibrium at temperature \(\Theta\) the coupling enters as \(K=J/k_B\Theta\), with \(k_B\) the Boltzmann constant; \(K>0\) favours equal neighbours and \(K<0\) unequal ones. The question is how much the last spin remembers of the first. For a classical open chain of \(n\) bonds with uniform nearest-neighbour coupling and no field, the ends agree with probability
\[ P_n=\frac1q+\Bigl(1-\frac1q\Bigr)t^n,\qquad t=\frac{e^K-1}{e^K+q-1}. \]

In Lean 4 with Mathlib:

```lean
import Mathlib

open Finset Filter Topology

namespace PottsOpenChain

noncomputable section
```

## Configurations and Boltzmann weights

Colours are `Fin q`, that is \(0,\dots,q-1\), and \(\delta(a,b)\) is 1 for equal colours and 0 otherwise.

```lean
/-- Kronecker delta of two colours, as a real number. -/
def delta {q : ℕ} (a b : Fin q) : ℝ := if a = b then 1 else 0
```

A configuration \(s=(s_0,\dots,s_n)\) is a map `Fin (n + 1) → Fin q`. Bond \(i=0,\dots,n-1\) joins site \(i\) (`i.castSucc`) to site \(i+1\) (`i.succ`), and no bond closes the ring. The weight is \(w(s)=\exp\bigl(K\sum_i\delta(s_i,s_{i+1})\bigr)\).

```lean
/-- Boltzmann weight `exp (K ∑ δ(s_i, s_(i+1)))` of a configuration of the open chain
with `n` bonds. -/
def weight {q n : ℕ} (K : ℝ) (s : Fin (n + 1) → Fin q) : ℝ :=
  Real.exp (K * ∑ i : Fin n, delta (s i.castSucc) (s i.succ))
```

The partition function is \(Z_n=\sum_s w(s)\).

```lean
/-- Partition function: the sum of the weights of all configurations. -/
def partition (q n : ℕ) (K : ℝ) : ℝ := ∑ s : Fin (n + 1) → Fin q, weight K s
```

Fixing both end colours gives the unnormalised sum \(W_n(a,b)=\sum_s\delta(s_0,a)\,\delta(s_n,b)\,w(s)\).

```lean
/-- Sum of the weights of the configurations with first spin `a` and last spin `b`. -/
def pinned {q : ℕ} (n : ℕ) (K : ℝ) (a b : Fin q) : ℝ :=
  ∑ s : Fin (n + 1) → Fin q, delta (s 0) a * delta (s (Fin.last n)) b * weight K s
```

The probability is defined directly on configurations, \(P_n=Z_n^{-1}\sum_s\delta(s_0,s_n)\,w(s)\).

```lean
/-- Probability that the first and the last spin have the same colour. -/
def probAgree (q n : ℕ) (K : ℝ) : ℝ :=
  (∑ s : Fin (n + 1) → Fin q, delta (s 0) (s (Fin.last n)) * weight K s) / partition q n K
```

One bond contributes the transfer matrix element \(T(a,b)=e^{K\delta(a,b)}\).

```lean
/-- Transfer matrix `T(a,b) = exp (K δ(a,b))`. -/
def transfer (q : ℕ) (K : ℝ) : Matrix (Fin q) (Fin q) ℝ :=
  Matrix.of fun a b => Real.exp (K * delta a b)
```

Two numbers will govern its powers: \(L=e^K+q-1\),

```lean
/-- The number `exp K + q - 1`. -/
def lamSym (q : ℕ) (K : ℝ) : ℝ := Real.exp K + q - 1
```

and \(\mu=e^K-1\),

```lean
/-- The number `exp K - 1`. -/
def lamPerp (K : ℝ) : ℝ := Real.exp K - 1
```

with \(t=\mu/L\).

```lean
/-- The ratio `t = (exp K - 1) / (exp K + q - 1)`. -/
def ratio (q : ℕ) (K : ℝ) : ℝ := (Real.exp K - 1) / (Real.exp K + q - 1)
```

## From the configuration sum to \(T^n\)

A configuration is a first spin \(c\) followed by a shorter configuration, so one sum becomes two; the bijection is `Fin.consEquiv`.

```lean
/-- A sum over configurations is a sum over the first spin and over the remaining spins. -/
theorem sum_cons {q m : ℕ} (f : (Fin (m + 1) → Fin q) → ℝ) :
    ∑ s, f s = ∑ c : Fin q, ∑ s : Fin m → Fin q, f (Fin.cons c s : Fin (m + 1) → Fin q) := by
  let e : Fin q × (Fin m → Fin q) ≃ (Fin (m + 1) → Fin q) := Fin.consEquiv fun _ => Fin q
  rw [← e.sum_comp f, Fintype.sum_prod_type]
  rfl
```

Placing \(c\) before \(s\) adds one bond to the exponent, so \(w(c,s)=T(c,s_0)\,w(s)\). The proof peels off that term with `Fin.sum_univ_succ` and factors with `Real.exp_add`.

```lean
/-- Attaching a spin `c` in front of a chain multiplies the weight by `T(c, s_0)`. -/
theorem weight_cons {q n : ℕ} (K : ℝ) (c : Fin q) (s : Fin (n + 1) → Fin q) :
    weight K (Fin.cons c s : Fin (n + 1 + 1) → Fin q) = transfer q K c (s 0) * weight K s := by
  have h0 : (0 : Fin (n + 1)).castSucc = 0 := rfl
  have h : ∀ i : Fin n, i.succ.castSucc = i.castSucc.succ := fun i => Fin.ext rfl
  unfold weight transfer
  rw [Fin.sum_univ_succ, mul_add, Real.exp_add]
  simp only [h0, h, Fin.cons_succ, Fin.cons_zero, Matrix.of_apply]
```

For \(n=0\) the single spin is both ends and \(W_0(a,b)=\delta(a,b)=T^0(a,b)\). For one more bond, \(\delta(c,a)\) fixes the new spin, and sorting the rest by its first colour \(c'\) gives
\[ W_{n+1}(a,b)=\sum_s T(a,s_0)\,\delta(s_n,b)\,w(s)=\sum_{c'}T(a,c')\,W_n(c',b). \]
Hence \(W_n=T^n\). The induction runs `generalizing a` because the hypothesis is used at every \(c'\), and the two uses of `Finset.sum_comm` bring the sum over \(s\) outermost for a termwise comparison.

```lean
/-- The weight sum with both end colours fixed is the matrix element `(T ^ n)(a,b)`. -/
theorem pinned_eq_transfer_pow {q : ℕ} (n : ℕ) (K : ℝ) (a b : Fin q) :
    pinned n K a b = (transfer q K ^ n) a b := by
  induction n generalizing a with
  | zero =>
    have hl : Fin.last 0 = 0 := rfl
    rw [pinned, sum_cons]
    by_cases hab : a = b
    · subst hab
      simp [hl, delta, weight]
    · simp [hl, delta, weight, hab, Ne.symm hab]
  | succ n ih =>
    have hl : ∀ (c : Fin q) (s : Fin (n + 1) → Fin q),
        (Fin.cons c s : Fin (n + 1 + 1) → Fin q) (Fin.last (n + 1)) = s (Fin.last n) :=
      fun c s => Fin.cons_succ (α := fun _ => Fin q) c s (Fin.last n)
    rw [pow_succ', Matrix.mul_apply]
    simp only [← ih]
    unfold pinned
    -- split off the first spin; both sides become sums over the shorter chain
    rw [sum_cons]
    simp only [hl, Fin.cons_zero, weight_cons, Finset.mul_sum]
    rw [Finset.sum_comm]
    conv_rhs => rw [Finset.sum_comm]
    refine Finset.sum_congr rfl fun s _ => ?_
    by_cases h : s (Fin.last n) = b <;> simp [delta, h]
```

## Powers of the transfer matrix and \(Z_n\)

Checking \(a=b\) and \(a\neq b\) shows \(T(a,b)=1+\mu\,\delta(a,b)\), which is `hT`. Suppose \(T^n(a,b)=A_n+\mu^n\delta(a,b)\) with \(A_n=(L^n-\mu^n)/q\), true at \(n=0\). Then
\[ \sum_c\bigl(1+\mu\delta(a,c)\bigr)\bigl(A_n+\mu^n\delta(c,b)\bigr)=qA_n+\mu^n+\mu A_n+\mu^{n+1}\delta(a,b), \]
the identity `key`. Since \(L=\mu+q\) (`hl`), the constant part is \(LA_n+\mu^n=(L^{n+1}-(L-q)\mu^n)/q=A_{n+1}\). The names `lamSym` and `lamPerp` recall the eigenvalues on the constant vector and on vectors summing to zero, a reading the proof neither uses nor states.

```lean
/-- Closed form of the powers of the transfer matrix:
`(T ^ n)(a,b) = (L ^ n - μ ^ n) / q + μ ^ n δ(a,b)` with `L = exp K + q - 1`, `μ = exp K - 1`. -/
theorem transfer_pow_apply {q : ℕ} (n : ℕ) (K : ℝ) (a b : Fin q) :
    (transfer q K ^ n) a b
      = (lamSym q K ^ n - lamPerp K ^ n) / q + lamPerp K ^ n * delta a b := by
  have hq : (q : ℝ) ≠ 0 := Nat.cast_ne_zero.mpr b.pos.ne'
  -- the transfer matrix is a constant plus a multiple of the identity
  have hT : ∀ x c : Fin q, transfer q K x c = 1 + lamPerp K * delta x c := by
    intro x c
    by_cases h : x = c <;> simp [transfer, delta, lamPerp, h]
  have hl : lamSym q K = lamPerp K + q := by
    unfold lamSym lamPerp
    ring
  induction n generalizing a with
  | zero => simp [Matrix.one_apply, delta]
  | succ n ih =>
    have h1 : ∑ c, delta a c = 1 := by simp [delta]
    have h2 : ∑ c, delta c b = 1 := by simp [delta]
    have h3 : ∑ c, delta a c * delta c b = delta a b := by simp [delta]
    have key : ∀ m A M : ℝ, ∑ c, (1 + m * delta a c) * (A + M * delta c b)
        = q * A + M + m * A + m * M * delta a b := by
      intro m A M
      have e : ∀ c, (1 + m * delta a c) * (A + M * delta c b)
          = A + M * delta c b + m * A * delta a c + m * M * (delta a c * delta c b) :=
        fun c => by ring
      simp only [e, Finset.sum_add_distrib, ← Finset.mul_sum, h1, h2, h3, Finset.sum_const,
        Finset.card_univ, Fintype.card_fin, nsmul_eq_mul, mul_one]
    rw [pow_succ', Matrix.mul_apply]
    simp only [ih, hT]
    rw [key, hl]
    field_simp
    ring
```

Inserting \(\sum_a\delta(s_0,a)=\sum_b\delta(s_n,b)=1\) gives
\[ Z_n=\sum_{a,b}W_n(a,b)=q^2A_n+q\mu^n=qL^n, \]
one `calc` line for the insertion, one for reordering, one for the evaluation.

```lean
/-- The partition function of the open chain is `q (exp K + q - 1) ^ n`. -/
theorem partition_eq {q : ℕ} (hq : 0 < q) (n : ℕ) (K : ℝ) :
    partition q n K = q * lamSym q K ^ n := by
  have hq' : (q : ℝ) ≠ 0 := Nat.cast_ne_zero.mpr hq.ne'
  have h1 : ∀ x : Fin q, ∑ c, delta x c = 1 := fun x => by simp [delta]
  calc partition q n K
      = ∑ s : Fin (n + 1) → Fin q, ∑ a, ∑ b,
          delta (s 0) a * delta (s (Fin.last n)) b * weight K s :=
        Finset.sum_congr rfl fun s _ => by
          simp only [← Finset.sum_mul, ← Finset.mul_sum, h1, mul_one, one_mul]
    _ = ∑ a : Fin q, ∑ b : Fin q, pinned n K a b := by
        rw [Finset.sum_comm]
        exact Finset.sum_congr rfl fun a _ => Finset.sum_comm
    _ = q * lamSym q K ^ n := by
        simp only [pinned_eq_transfer_pow, transfer_pow_apply, Finset.sum_add_distrib,
          ← Finset.mul_sum, h1, Finset.sum_const, Finset.card_univ, Fintype.card_fin,
          nsmul_eq_mul]
        field_simp
        ring
```

## The joint law of the end colours

For \(q\ge1\), \(L\ge e^K>0\), so dividing by \(Z_n\) is legitimate (`hL`):
\[ \frac{W_n(a,b)}{Z_n}=\frac1q\Bigl(\frac{1-t^n}{q}+t^n\delta(a,b)\Bigr)=\frac1q\Bigl(\frac1q+\bigl(\delta(a,b)-\tfrac1q\bigr)t^n\Bigr). \]
The statement carries no hypothesis on \(q\), because having a colour `a : Fin q` already forces \(q\ge1\).

```lean
/-- The probability that the end spins have colours `a` and `b` is
`(1/q) (1/q + (δ(a,b) - 1/q) t ^ n)`. -/
theorem end_pair_prob {q : ℕ} (n : ℕ) (K : ℝ) (a b : Fin q) :
    pinned n K a b / partition q n K
      = 1 / q * (1 / q + (delta a b - 1 / q) * ratio q K ^ n) := by
  have hq : (1 : ℝ) ≤ q := by exact_mod_cast a.pos
  have hq' : (q : ℝ) ≠ 0 := Nat.cast_ne_zero.mpr a.pos.ne'
  have hL : lamSym q K ≠ 0 := by
    have := Real.exp_pos K
    unfold lamSym
    linarith
  have hr : ratio q K = lamPerp K / lamSym q K := rfl
  rw [pinned_eq_transfer_pow, transfer_pow_apply, partition_eq a.pos, hr, div_pow]
  field_simp
  ring
```

Writing \(\delta(s_0,s_n)=\sum_a\delta(s_0,a)\,\delta(s_n,a)\) (`hs`, `hnum`) turns the numerator of \(P_n\) into \(\sum_a W_n(a,a)\). The \(q\) diagonal terms are equal, their number cancels the prefactor \(1/q\), and the formula for \(P_n\) follows. In words, `probAgree_eq` holds for every \(q\ge1\), every \(n\ge0\) and every real \(K\); both \(n=0\) and \(q=1\) give \(P_n=1\). It concerns the two end sites only, and leaves aside interior pairs, periodic boundaries, fields and bond-dependent couplings.

```lean
/-- The probability that the two end spins of the open Potts chain with `n` bonds agree is
`1/q + (1 - 1/q) t ^ n`. -/
theorem probAgree_eq {q : ℕ} (hq : 0 < q) (n : ℕ) (K : ℝ) :
    probAgree q n K = 1 / q + (1 - 1 / q) * ratio q K ^ n := by
  have hq' : (q : ℝ) ≠ 0 := Nat.cast_ne_zero.mpr hq.ne'
  have hd : ∀ a : Fin q, delta a a = 1 := fun a => by simp [delta]
  have hs : ∀ (x y : Fin q) (w : ℝ), delta x y * w = ∑ a, delta x a * delta y a * w := by
    intro x y w
    by_cases h : x = y
    · subst h
      simp [delta]
    · simp [delta, h]
  -- sort the agreeing configurations by their common end colour
  have hnum : ∑ s : Fin (n + 1) → Fin q, delta (s 0) (s (Fin.last n)) * weight K s
      = ∑ a : Fin q, pinned n K a a :=
    (Finset.sum_congr rfl fun s _ => hs _ _ _).trans Finset.sum_comm
  rw [probAgree, hnum, Finset.sum_div]
  simp only [end_pair_prob, hd, Finset.sum_const, Finset.card_univ, Fintype.card_fin,
    nsmul_eq_mul]
  rw [← mul_assoc, mul_one_div_cancel hq', one_mul]
```

As an instance, take \(q=3\), \(n=2\), \(e^K=4\), so \(L=6\), \(\mu=3\), \(t=1/2\). Among the 27 configurations, with distinct letters for distinct colours, the agreeing ones are 3 of type \(aaa\) with weight 16 and 6 of type \(aba\) with weight 1, in total 54. The others are 12 of type \(aab\) or \(abb\) with weight 4 and 6 of type \(abc\) with weight 1, again 54. Thus \(Z_2=108=3\cdot6^2\) and \(P_2=54/108=1/2\), matching \(\tfrac13+\tfrac23\cdot\tfrac14\).

## Long chains and the sign of the coupling

Now let \(q\ge2\), so that there is a choice of colour. With \(L>0\), the bound \(t<1\) is \(\mu<L\), that is \(q>0\), and \(t>-1\) is \(2e^K+q-2>0\). These are the two `linarith` goals.

```lean
/-- For at least two colours and every real coupling, `|t| < 1`. -/
theorem abs_ratio_lt_one {q : ℕ} (hq : 2 ≤ q) (K : ℝ) : |ratio q K| < 1 := by
  have h2 : (2 : ℝ) ≤ q := by exact_mod_cast hq
  have he := Real.exp_pos K
  have hL : 0 < Real.exp K + q - 1 := by linarith
  rw [ratio, abs_lt, lt_div_iff₀ hL, div_lt_iff₀ hL]
  constructor <;> linarith
```

Therefore \(t^n\to0\) and \(P_n\to1/q\), the value for independent uniform colours, at every fixed real \(K\). The limit of \(t^n\) is carried through `const_mul` and `const_add`.

```lean
/-- For at least two colours the agreement probability tends to `1/q` as the number of
bonds grows. -/
theorem probAgree_tendsto {q : ℕ} (hq : 2 ≤ q) (K : ℝ) :
    Tendsto (fun n => probAgree q n K) atTop (𝓝 (1 / q)) := by
  have h := ((tendsto_pow_atTop_nhds_zero_of_abs_lt_one
    (abs_ratio_lt_one hq K)).const_mul (1 - 1 / (q : ℝ))).const_add (1 / (q : ℝ))
  rw [mul_zero, add_zero] at h
  exact h.congr fun n => (probAgree_eq (by omega) n K).symm
```

Because \(1-1/q>0\) (`hc`), the excess \(P_n-1/q\) has the sign of \(t^n\), and \(t\) has the sign of \(e^K-1\), hence of \(K\) (`hpos`, `hneg`). So \(P_n>1/q\) for \(K>0\); for \(K<0\), \(P_n<1/q\) at odd \(n\) and \(P_n>1/q\) at even \(n\), including \(n=0\).

```lean
/-- For at least two colours the agreement probability exceeds `1/q` when `K > 0`; when
`K < 0` it is below `1/q` for odd `n` and above `1/q` for even `n`. -/
theorem probAgree_sign {q : ℕ} (hq : 2 ≤ q) (n : ℕ) (K : ℝ) :
    (0 < K → 1 / q < probAgree q n K) ∧ (K < 0 → Odd n → probAgree q n K < 1 / q) ∧
      (K < 0 → Even n → 1 / q < probAgree q n K) := by
  have h2 : (2 : ℝ) ≤ q := by exact_mod_cast hq
  have he := Real.exp_pos K
  have hL : 0 < Real.exp K + q - 1 := by linarith
  have hc : 0 < 1 - 1 / (q : ℝ) := sub_pos.mpr ((div_lt_one (by linarith)).mpr (by linarith))
  -- the ratio has the sign of the coupling
  have hneg : K < 0 → ratio q K < 0 := fun hK => by
    have h := Real.exp_lt_exp.mpr hK
    rw [Real.exp_zero] at h
    exact div_neg_of_neg_of_pos (by linarith) hL
  have hpos : 0 < K → 0 < ratio q K := fun hK => by
    have h := Real.exp_lt_exp.mpr hK
    rw [Real.exp_zero] at h
    exact div_pos (by linarith) hL
  rw [probAgree_eq (by omega)]
  refine ⟨fun hK => ?_, fun hK hn => ?_, fun hK hn => ?_⟩
  · linarith [mul_pos hc (pow_pos (hpos hK) n)]
  · linarith [mul_neg_of_pos_of_neg hc (hn.pow_neg (hneg hK))]
  · linarith [mul_pos hc (hn.pow_pos (hneg hK).ne)]

end

end PottsOpenChain
```

In simulation practice the formula gives an exact reference value for a Monte Carlo sampler of discrete spins, restricted to the finite, classical, field-free open chain with a single coupling.

```lean
#print axioms PottsOpenChain.probAgree_eq
-- 'PottsOpenChain.probAgree_eq' depends on axioms: [propext, Classical.choice, Quot.sound]
#print axioms PottsOpenChain.probAgree_tendsto
-- 'PottsOpenChain.probAgree_tendsto' depends on axioms: [propext, Classical.choice, Quot.sound]
#print axioms PottsOpenChain.probAgree_sign
-- 'PottsOpenChain.probAgree_sign' depends on axioms: [propext, Classical.choice, Quot.sound]
```
